# Energies and intensity ratios of plasmon satellites for a core hole coupled linearly to one mode

## A core hole and two vacua

Photoemission removes a core electron, and the positive hole left behind attracts the electrons whose collective oscillation is the plasmon mode. The mode was in its vacuum before ionisation, but this is not the lowest state once the hole is present. The spectrum therefore shows a main line followed by satellites, one for each number of plasmons left in the final state.

Let $E$ be a complex inner-product space, with $\langle x,y\rangle$ conjugate-linear in $x$. The annihilation operator is $A$ and the creation operator is $B$ (usually written $a$ and $a^\dagger$), with
$$\langle Ax,y\rangle=\langle x,By\rangle,\qquad AB-BA=1 .$$
With $\hbar=1$, plasmon energy $w$ and real coupling $g$, the Hamiltonian in the presence of the hole is
$$H=wBA+g(A+B),\qquad s=g/w .$$
Physically $w>0$; the algebra needs only $w\neq0$. The zero of energy is that of the uncoupled hole with no plasmons.

The vacuum before ionisation is $v$, with $Av=0$. The relaxed vacuum is $u$, with $(A+s)u=0$. The final states are
$$u_n=\frac{(B+s)^n u}{\sqrt{n!}},\qquad n=0,1,2,\dots$$
Lean calls all of them `satellite`, although $n=0$ is the main line.

## Line positions and strengths

For every $n$,
$$Hu_n=\Big(nw-\frac{g^2}{w}\Big)u_n,\qquad |\langle u_n,v\rangle|^2=|\langle u,v\rangle|^2\,\frac{s^{2n}}{n!},$$
with $0^0=1$ when $g=0$. If $u$ and $v$ are unit vectors, the main line obeys $|\langle u,v\rangle|^2\le e^{-s^2}$. If the intensities also add up to one, they are Poissonian, $e^{-s^2}s^{2n}/n!$.

For vectors of other nonzero lengths, the normalised intensity is $|\langle u_n,v\rangle|^2/(\|u\|^2\|v\|^2)$, since $\|u_n\|=\|u\|$.

## Comparing a computed spectrum with the ladder

A core-level spectral function from a cumulant code with a plasmon-pole model can be compared with these lines in the limit of one mode of fixed energy and a structureless hole. On a scale of binding energy, measured from the uncoupled hole, the spacing is $w$ and the main line sits at $-g^2/w$. If the code uses the electron energy instead, the signs are reversed: the main line sits at $+g^2/w$ and the satellites lie below it. For $g\neq0$ and $\langle u,v\rangle\neq0$, the intensity of line $n+1$ divided by that of line $n$ is $s^2/(n+1)$.

For $g\neq0$, a code that diagonalises $H$ in the number states of $BA$, from $v$ up to some highest plasmon number, agrees only approximately. The commutator of two finite matrices has zero trace, so it cannot be the identity. The ratios and the main-line position reveal this truncation. The intensity-weighted mean energy does not: over all eigenvectors of the truncated matrix it equals $\langle v,Hv\rangle=0$ at any basis size.

## From the displaced mode to the spectrum

Write $a=A+s$ and $b=B+s$. Since $s$ is real, $\langle ax,y\rangle=\langle x,by\rangle$. The constants drop out of the commutator, so $ab-ba=1$.

**Ladder.** From $au=0$ we get $abu=bau+u=u$. If $ab^{n+1}u=(n+1)b^nu$, then
$$ab^{n+2}u=b(ab^{n+1}u)+b^{n+1}u=(n+2)b^{n+1}u .$$
The formula thus holds for all $n$. Applying $b$ and dividing by the square root of the factorial gives $ba\,u_n=n\,u_n$, including $n=0$.

**Energies.** Expanding the product and using $ws=g$,
$$w\,ba=wBA+ws(A+B)+ws^2=H+\frac{g^2}{w}.$$
Hence $Hu_n=(w\,ba-g^2/w)u_n=(nw-g^2/w)u_n$.

**Intensities.** Conjugate symmetry gives $\langle bx,y\rangle=\langle x,ay\rangle$, and $av=sv$. Therefore
$$\langle b^nu,v\rangle=\langle u,a^nv\rangle=s^n\langle u,v\rangle .$$
Dividing by $\sqrt{n!}$ and squaring the modulus gives the stated intensity, $I_n$.

**Orthonormality.** Let $\|u\|=1$. Then $\langle u,b^{n+1}u\rangle=\langle au,b^nu\rangle=0$, and likewise $\langle b^{m+1}u,u\rangle=\langle b^mu,au\rangle=0$. Moreover,
$$\langle b^{m+1}u,b^{n+1}u\rangle=\langle b^mu,ab^{n+1}u\rangle=(n+1)\langle b^mu,b^nu\rangle .$$
By induction $\langle b^mu,b^nu\rangle=n!\,\delta_{mn}$, so the $u_n$ are orthonormal.

**Sums.** The exponential series gives
$$I=\sum_n I_n=|\langle u,v\rangle|^2e^{s^2}.$$
From $(n+1)I_{n+1}=s^2I_n$ follows $\sum_n nI_n=s^2I$, and so
$$\sum_n\Big(nw-\frac{g^2}{w}\Big)I_n=\Big(ws^2-\frac{g^2}{w}\Big)I=0 .$$
The satellites balance the relaxation shift of the main line. For unit $u$ and $v$, Bessel's inequality gives $I\le1$, which is the bound on the main line. If $I=1$, then $|\langle u,v\rangle|^2=e^{-s^2}$, and the Poisson law follows.

## The satellite ladder in Lean

```lean
import Mathlib

open scoped InnerProductSpace Nat

namespace PlasmonSatellites

noncomputable section

variable {E : Type*} [NormedAddCommGroup E] [InnerProductSpace ℂ E]

/- Remark: polynomials times exponentials, with the Bargmann inner product, carry such a mode
together with both vacua used below; this instance is not constructed here. -/

/-- A plasmon mode: mutually adjoint operators `A` (annihilation) and `B` (creation)
with `AB - BA = 1`. -/
structure IsMode (A B : Module.End ℂ E) : Prop where
  adjoint : ∀ x y, ⟪A x, y⟫_ℂ = ⟪x, B y⟫_ℂ
  comm : A * B - B * A = 1

/-- The operator `X + s`, displaced by a real number `s`. -/
def displaced (s : ℝ) (X : Module.End ℂ E) : Module.End ℂ E := X + (s : ℂ) • 1

/-- The Hamiltonian `w BA + g (A + B)` of a plasmon of energy `w` coupled to a core hole
with strength `g`. -/
def hamiltonian (w g : ℝ) (A B : Module.End ℂ E) : Module.End ℂ E :=
  (w : ℂ) • (B * A) + (g : ℂ) • (A + B)

/-- The `n`-th satellite state `(B + s)^n u / √n!` built on the vector `u`. -/
def satellite (B : Module.End ℂ E) (s : ℝ) (u : E) (n : ℕ) : E :=
  ((Real.sqrt (n ! : ℝ) : ℝ) : ℂ)⁻¹ • ((displaced s B) ^ n) u

/-- Displacing both operators of a mode by the same real number gives a mode again. -/
theorem displaced_isMode {A B : Module.End ℂ E} (h : IsMode A B) (s : ℝ) :
    IsMode (displaced s A) (displaced s B) where
  adjoint x y := by
    simp [displaced, h.adjoint]
  comm := by
    calc _ = A * B - B * A := by
          simp only [displaced, add_mul, mul_add, smul_mul_assoc, mul_smul_comm, one_mul,
            mul_one]
          module
      _ = 1 := h.comm

/-- For a mode `A`, `B`: if `A` annihilates `u`, then `A` lowers the ladder on `u`:
`A B^(n+1) u = (n+1) B^n u`. -/
theorem lower_pow {A B : Module.End ℂ E} (h : IsMode A B) {u : E} (hu : A u = 0) (n : ℕ) :
    A ((B ^ (n + 1)) u) = ((n : ℂ) + 1) • (B ^ n) u := by
  have hx : ∀ x, A (B x) = B (A x) + x := by
    intro x
    have h1 := congrArg (fun f : Module.End ℂ E => f x) h.comm
    simp only [LinearMap.sub_apply, Module.End.mul_apply, Module.End.one_apply] at h1
    exact sub_eq_iff_eq_add'.mp h1
  induction n with
  | zero => simp [hx, hu]
  | succ n ih =>
    have e : B ((B ^ n) u) = (B ^ (n + 1)) u := by rw [pow_succ', Module.End.mul_apply]
    rw [pow_succ' B (n + 1), Module.End.mul_apply, hx, ih, map_smul, e]
    push_cast
    module

/-- Completing the square: for `w ≠ 0` the Hamiltonian is `w (B + g/w)(A + g/w) - g²/w`. -/
theorem hamiltonian_eq (A B : Module.End ℂ E) {w : ℝ} (hw : w ≠ 0) (g : ℝ) :
    hamiltonian w g A B =
      (w : ℂ) • (displaced (g / w) B * displaced (g / w) A) - ((g ^ 2 / w : ℝ) : ℂ) • 1 := by
  obtain ⟨s, rfl⟩ : ∃ s, g = w * s := ⟨g / w, by field_simp⟩
  have h1 : w * s / w = s := by field_simp
  have h2 : (w * s) ^ 2 / w = w * s ^ 2 := by field_simp
  rw [h1, h2]
  simp only [hamiltonian, displaced, add_mul, mul_add, smul_mul_assoc, mul_smul_comm, one_mul,
    mul_one]
  push_cast
  module

/-- For a mode `A`, `B`, the satellite states built on a unit vector `u` with `(A + s) u = 0` are
orthonormal. -/
theorem satellite_orthonormal {A B : Module.End ℂ E} (h : IsMode A B) {s : ℝ} {u : E}
    (hu : displaced s A u = 0) (hu1 : ‖u‖ = 1) : Orthonormal ℂ (satellite B s u) := by
  have hD := displaced_isMode h s
  have hsymm : ∀ x y, ⟪displaced s B x, y⟫_ℂ = ⟪x, displaced s A y⟫_ℂ := by
    intro x y
    rw [← inner_conj_symm (displaced s B x) y, ← hD.adjoint, inner_conj_symm]
  -- overlaps of the unnormalised ladder states
  have key : ∀ m n : ℕ, ⟪((displaced s B) ^ m) u, ((displaced s B) ^ n) u⟫_ℂ =
      if m = n then (n ! : ℂ) else 0 := by
    intro m
    induction m with
    | zero =>
      intro n
      cases n with
      | zero => simp [inner_self_eq_norm_sq_to_K, hu1]
      | succ n =>
        rw [pow_succ', Module.End.mul_apply, ← hD.adjoint]
        simp [hu]
    | succ m ih =>
      intro n
      rw [pow_succ' _ m, Module.End.mul_apply, hsymm]
      cases n with
      | zero => simp [hu]
      | succ n =>
        rw [lower_pow hD hu, inner_smul_right, ih]
        by_cases hmn : m = n <;> simp [hmn, Nat.factorial_succ]
  rw [orthonormal_iff_ite]
  intro m n
  unfold satellite
  rw [inner_smul_left, inner_smul_right, key]
  by_cases hmn : m = n
  · subst hmn
    have hs : ((Real.sqrt (m ! : ℝ) : ℝ) : ℂ) * ((Real.sqrt (m ! : ℝ) : ℝ) : ℂ) = (m ! : ℂ) := by
      rw [← Complex.ofReal_mul, Real.mul_self_sqrt (Nat.cast_nonneg _), Complex.ofReal_natCast]
    have h0 : ((Real.sqrt (m ! : ℝ) : ℝ) : ℂ) ≠ 0 := by
      exact_mod_cast (Real.sqrt_pos.mpr (by positivity : (0 : ℝ) < (m ! : ℝ))).ne'
    simp only [↓reduceIte, map_inv₀, Complex.conj_ofReal]
    rw [← hs]
    field_simp
  · simp [hmn]

/-- For a mode `A`, `B` with `A v = 0`, the squared overlap of `v` with the `n`-th satellite state
on `u` is `|⟨u,v⟩|² s^(2n) / n!`. -/
theorem satellite_intensity {A B : Module.End ℂ E} (h : IsMode A B) {v : E} (hv : A v = 0)
    (s : ℝ) (u : E) (n : ℕ) :
    ‖⟪satellite B s u n, v⟫_ℂ‖ ^ 2 = ‖⟪u, v⟫_ℂ‖ ^ 2 * s ^ (2 * n) / (n ! : ℝ) := by
  have hD := displaced_isMode h s
  have hDv : displaced s A v = (s : ℂ) • v := by simp [displaced, hv]
  -- each creation operator, moved to the right, gives a factor `s`
  have key : ⟪((displaced s B) ^ n) u, v⟫_ℂ = (s : ℂ) ^ n * ⟪u, v⟫_ℂ := by
    induction n with
    | zero => simp
    | succ n ih =>
      rw [pow_succ', Module.End.mul_apply, ← inner_conj_symm, ← hD.adjoint, inner_conj_symm,
        hDv, inner_smul_right, ih]
      ring
  have amp : ⟪satellite B s u n, v⟫_ℂ =
      ((s ^ n / Real.sqrt (n ! : ℝ) : ℝ) : ℂ) * ⟪u, v⟫_ℂ := by
    unfold satellite
    rw [inner_smul_left, key, map_inv₀, Complex.conj_ofReal]
    push_cast
    ring
  rw [amp, norm_mul, mul_pow, Complex.norm_real, Real.norm_eq_abs, sq_abs, div_pow,
    Real.sq_sqrt (Nat.cast_nonneg _), ← pow_mul]
  ring

/-- Plasmon satellites: for a mode `A`, `B`, with `w ≠ 0`, `A v = 0` and `(A + g/w) u = 0`, the
`n`-th satellite state obeys the eigenvalue equation with energy `n w - g²/w`, and its squared
overlap with `v` is `|⟨u,v⟩|² (g/w)^(2n) / n!`. -/
theorem plasmon_satellites {A B : Module.End ℂ E} (h : IsMode A B) {w g : ℝ} (hw : w ≠ 0)
    {u v : E} (hv : A v = 0) (hu : displaced (g / w) A u = 0) (n : ℕ) :
    hamiltonian w g A B (satellite B (g / w) u n) =
        ((n * w - g ^ 2 / w : ℝ) : ℂ) • satellite B (g / w) u n ∧
      ‖⟪satellite B (g / w) u n, v⟫_ℂ‖ ^ 2 =
        ‖⟪u, v⟫_ℂ‖ ^ 2 * (g / w) ^ (2 * n) / (n ! : ℝ) := by
  refine ⟨?_, satellite_intensity h hv _ u n⟩
  -- the displaced number operator counts the plasmons
  have key : displaced (g / w) B (displaced (g / w) A (satellite B (g / w) u n)) =
      (n : ℂ) • satellite B (g / w) u n := by
    unfold satellite
    rw [map_smul, map_smul, smul_comm (n : ℂ)]
    congr 1
    cases n with
    | zero => simp [hu]
    | succ k =>
      rw [lower_pow (displaced_isMode h _) hu, map_smul, pow_succ', Module.End.mul_apply,
        Nat.cast_succ]
  rw [hamiltonian_eq A B hw, LinearMap.sub_apply, LinearMap.smul_apply, LinearMap.smul_apply,
    Module.End.mul_apply, key, Module.End.one_apply]
  push_cast
  module

/-- For a mode `A`, `B` with `A v = 0`, the squared overlaps of `v` with all satellite states on `u`
add up to `|⟨u,v⟩|² exp(s²)`. -/
theorem total_intensity {A B : Module.End ℂ E} (h : IsMode A B) {v : E} (hv : A v = 0)
    (s : ℝ) (u : E) :
    HasSum (fun n => ‖⟪satellite B s u n, v⟫_ℂ‖ ^ 2) (‖⟪u, v⟫_ℂ‖ ^ 2 * Real.exp (s ^ 2)) := by
  have hexp : HasSum (fun n : ℕ => (s ^ 2) ^ n / (n ! : ℝ)) (Real.exp (s ^ 2)) := by
    rw [Real.exp_eq_exp_ℝ, NormedSpace.exp_eq_tsum_div]
    exact (Real.summable_pow_div_factorial (s ^ 2)).hasSum
  have e : (fun n => ‖⟪satellite B s u n, v⟫_ℂ‖ ^ 2) =
      fun n : ℕ => ‖⟪u, v⟫_ℂ‖ ^ 2 * ((s ^ 2) ^ n / (n ! : ℝ)) := by
    funext n
    rw [satellite_intensity h hv, pow_mul, mul_div_assoc]
  rw [e]
  exact hexp.mul_left _

/-- For a mode `A`, `B`, with `w ≠ 0` and `A v = 0`, the energies `n w - g²/w`, weighted with the
squared overlaps of `v` with the satellite states for `s = g/w`, sum to zero. -/
theorem centroid_zero {A B : Module.End ℂ E} (h : IsMode A B) {w : ℝ} (hw : w ≠ 0) (g : ℝ)
    {v : E} (hv : A v = 0) (u : E) :
    HasSum (fun n : ℕ => (n * w - g ^ 2 / w) * ‖⟪satellite B (g / w) u n, v⟫_ℂ‖ ^ 2) 0 := by
  have hT := total_intensity h hv (g / w) u
  -- neighbouring lines: `(n+1) I_(n+1) = s² I_n`
  have e : ∀ n : ℕ, ((n + 1 : ℕ) : ℝ) * ‖⟪satellite B (g / w) u (n + 1), v⟫_ℂ‖ ^ 2 =
      (g / w) ^ 2 * ‖⟪satellite B (g / w) u n, v⟫_ℂ‖ ^ 2 := by
    intro n
    rw [satellite_intensity h hv, satellite_intensity h hv, Nat.factorial_succ]
    generalize g / w = s
    have h1 : (n ! : ℝ) ≠ 0 := by positivity
    have h2 : (n : ℝ) + 1 ≠ 0 := by positivity
    have h3 : s ^ (2 * (n + 1)) = s ^ 2 * s ^ (2 * n) := by ring
    rw [h3]
    push_cast
    field_simp
  have h0 : HasSum (fun n : ℕ =>
      ((n + 1 : ℕ) : ℝ) * ‖⟪satellite B (g / w) u (n + 1), v⟫_ℂ‖ ^ 2)
      ((g / w) ^ 2 * (‖⟪u, v⟫_ℂ‖ ^ 2 * Real.exp ((g / w) ^ 2))) := by
    simpa only [e] using hT.mul_left ((g / w) ^ 2)
  have h1 := (hasSum_nat_add_iff
    (f := fun n : ℕ => (n : ℝ) * ‖⟪satellite B (g / w) u n, v⟫_ℂ‖ ^ 2) 1).mp h0
  simp only [Finset.sum_range_one, Nat.cast_zero, zero_mul, add_zero] at h1
  have hs : w * (g / w) ^ 2 = g ^ 2 / w := by field_simp
  have hval : w * ((g / w) ^ 2 * (‖⟪u, v⟫_ℂ‖ ^ 2 * Real.exp ((g / w) ^ 2))) -
      g ^ 2 / w * (‖⟪u, v⟫_ℂ‖ ^ 2 * Real.exp ((g / w) ^ 2)) = 0 := by
    linear_combination (‖⟪u, v⟫_ℂ‖ ^ 2 * Real.exp ((g / w) ^ 2)) * hs
  have hfun : (fun n : ℕ => (n * w - g ^ 2 / w) * ‖⟪satellite B (g / w) u n, v⟫_ℂ‖ ^ 2) =
      fun n : ℕ => w * ((n : ℝ) * ‖⟪satellite B (g / w) u n, v⟫_ℂ‖ ^ 2) -
        g ^ 2 / w * ‖⟪satellite B (g / w) u n, v⟫_ℂ‖ ^ 2 := by
    funext n
    ring
  rw [hfun, ← hval]
  exact (h1.mul_left w).sub (hT.mul_left (g ^ 2 / w))

/-- For a mode `A`, `B` and unit vectors `u`, `v` with `A v = 0` and `(A + s) u = 0`, the weight
`|⟨u,v⟩|²` of the main line is at most `exp(-s²)`. -/
theorem main_line_le {A B : Module.End ℂ E} (h : IsMode A B) {s : ℝ} {u v : E}
    (hv : A v = 0) (hu : displaced s A u = 0) (hu1 : ‖u‖ = 1) (hv1 : ‖v‖ = 1) :
    ‖⟪u, v⟫_ℂ‖ ^ 2 ≤ Real.exp (-s ^ 2) := by
  -- Bessel's inequality for the satellite states
  have hB := (satellite_orthonormal h hu hu1).tsum_inner_products_le v
  rw [(total_intensity h hv s u).tsum_eq, hv1, one_pow] at hB
  rw [Real.exp_neg, ← one_div, le_div_iff₀ (Real.exp_pos _)]
  exact hB

/-- For a mode `A`, `B`: if `A v = 0` and the squared overlaps of `v` with the satellite states add
up to one, they follow the Poisson law `exp(-s²) s^(2n) / n!`. -/
theorem poisson_intensity {A B : Module.End ℂ E} (h : IsMode A B) {s : ℝ} {u v : E}
    (hv : A v = 0) (hfull : HasSum (fun n => ‖⟪satellite B s u n, v⟫_ℂ‖ ^ 2) 1) (n : ℕ) :
    ‖⟪satellite B s u n, v⟫_ℂ‖ ^ 2 = Real.exp (-s ^ 2) * s ^ (2 * n) / (n ! : ℝ) := by
  have h1 := (total_intensity h hv s u).unique hfull
  have h2 : ‖⟪u, v⟫_ℂ‖ ^ 2 = Real.exp (-s ^ 2) := by
    rw [Real.exp_neg]
    exact eq_inv_of_mul_eq_one_left h1
  rw [satellite_intensity h hv, h2]

end

end PlasmonSatellites
```

```lean
#print axioms PlasmonSatellites.plasmon_satellites
#print axioms PlasmonSatellites.centroid_zero
#print axioms PlasmonSatellites.main_line_le
#print axioms PlasmonSatellites.poisson_intensity
```

```
'PlasmonSatellites.plasmon_satellites' depends on axioms: [propext, Classical.choice, Quot.sound]
'PlasmonSatellites.centroid_zero' depends on axioms: [propext, Classical.choice, Quot.sound]
'PlasmonSatellites.main_line_le' depends on axioms: [propext, Classical.choice, Quot.sound]
'PlasmonSatellites.poisson_intensity' depends on axioms: [propext, Classical.choice, Quot.sound]
```

## Statements, proofs and their physical reach

`Module.End ℂ E` is the type of linear maps from $E$ to itself, and multiplication there is composition. `IsMode A B` contains the adjoint relation and the commutator. `displaced s X` is $X+s$, with the real number $s$ cast to a complex one.

The main theorem, `plasmon_satellites`, assumes a mode, $w\neq0$ and the two vacuum conditions. It concludes both the eigenvalue equation and the intensity formula for each $n$. It needs no normalisation; $u_n$ is an eigenvector in the usual sense when $u\neq0$. That these are all the energies of $H$ is not claimed.

The proofs follow the algebra above:

- `displaced_isMode` shows that $a,b$ form a mode, so `lower_pow`, proved by induction for any mode, applies to them.
- `hamiltonian_eq` completes the square. It substitutes $g=ws$, expands the products with `simp only`, and lets `module` collect the coefficients.
- `satellite_intensity` moves one creation operator at a time across the inner product, by induction on $n$.
- `satellite_orthonormal` first computes the unnormalised overlaps, by induction on $m$ for all $n$, and then divides by the square roots.
- `total_intensity` uses the exponential series. `centroid_zero` combines it with the neighbour relation and a shift of the summation index.
- `main_line_le` applies Bessel's inequality. `poisson_intensity` equates two values of the same sum.

The hypothesis `hfull` in `poisson_intensity` says that the lines carry the whole unit weight of the initial state. In the usual Fock space this expresses completeness of the displaced ladder; here it is assumed.

The existence of a space with both vacua is also left to the hypotheses. A mistake is easily made when choosing $E$: the span of states with finitely many plasmons looks natural, and $A$ and $B$ act on it. For $s\neq0$, however, $(A+s)u=0$ has only the solution $u=0$ there, because the component of $u$ with the highest plasmon number cannot be cancelled. The main theorem then reads $0=0$. The space has to contain the coherent state $u$ as well as $v$, and $A$ and $B$ must map it into itself.

The step from these theorems to a measured spectrum is the sudden approximation, which reads $|\langle u_n,v\rangle|^2$ as the strength of the $n$-th line. It neglects plasmons excited by the photoelectron on its way out. The Hamiltonian itself idealises the solid: it has one undamped mode and a hole without internal structure, so plasmon dispersion and line widths are absent.
